# Exchange-energy strain derivative of a fixed-width Gaussian core in a cubic cell

In a periodic cubic cell of edge \(L>0\), a Gaussian core density \(Z(a/\pi)^{3/2}e^{-ar^2}\) with \(a>0\), holding \(Z\) electrons, sits at the origin and at each of its periodic images. At the fractional point \(s_j\), one of \(N\ge 1\) fixed points, its truncated Fourier series is

\[
n_j=\sum_{m\in M}\frac{Z}{L^3}\,e^{-G_m^2/(4a)}\cos(2\pi\, m\cdot s_j),\qquad G_m=\frac{2\pi|m|}{L},
\]

with \(M\) a fixed finite set of integer vectors. The local exchange energy on these points is \(E=-C\,(L^3/N)\sum_j n_j^{4/3}\), where the constant \(C\) sets the strength of exchange in the uniform electron gas.

```lean
import Mathlib

open Finset

namespace GaussianCoreExchangeStress

noncomputable section

/-- Squared length of the reciprocal vector with integer indices `m` in a cubic cell of
edge `L ≠ 0`. -/
def gSq (L : ℝ) (m : Fin 3 → ℤ) : ℝ := (2 * Real.pi / L) ^ 2 * ∑ i, (m i : ℝ) ^ 2

/-- Fourier term `m` of a Gaussian core of charge `Z` and exponent `a`, at the fractional
point `s` of a cubic cell of edge `L`; the domain is `a ≠ 0`, `L ≠ 0`. -/
def coreTerm (Z a L : ℝ) (s : Fin 3 → ℝ) (m : Fin 3 → ℤ) : ℝ :=
  Z / L ^ 3 * Real.exp (-gSq L m / (4 * a)) * Real.cos (2 * Real.pi * ∑ i, (m i : ℝ) * s i)

/-- Core density at the fractional point `s`, summed over the finite set `M` of reciprocal
vectors; the domain is `a ≠ 0`, `L ≠ 0`. -/
def coreDensity (M : Finset (Fin 3 → ℤ)) (Z a L : ℝ) (s : Fin 3 → ℝ) : ℝ :=
  ∑ m ∈ M, coreTerm Z a L s m

/-- The core density with each Fourier term weighted by `G² / (2a)`; the domain is
`a ≠ 0`, `L ≠ 0`. -/
def widthDensity (M : Finset (Fin 3 → ℤ)) (Z a L : ℝ) (s : Fin 3 → ℝ) : ℝ :=
  ∑ m ∈ M, coreTerm Z a L s m * (gSq L m / (2 * a))

variable {ι : Type*} [Fintype ι]

/-- Energy of a local functional with energy density `f`, sampled on a nonempty finite set of
fractional points `s`; the domain is `a ≠ 0`, `L ≠ 0`. -/
def gridEnergy (f : ℝ → ℝ) (M : Finset (Fin 3 → ℤ)) (s : ι → Fin 3 → ℝ) (Z a L : ℝ) : ℝ :=
  L ^ 3 / (Fintype.card ι : ℝ) * ∑ j, f (coreDensity M Z a L (s j))

/-- Local exchange energy, with energy density `-C n^(4/3)`, on a nonempty finite set of
fractional points; the domain is `a ≠ 0`, `L ≠ 0`. -/
def exchangeEnergy (C : ℝ) (M : Finset (Fin 3 → ℤ)) (s : ι → Fin 3 → ℝ) (Z a L : ℝ) : ℝ :=
  gridEnergy (fun n => -C * n ^ (4 / 3 : ℝ)) M s Z a L

/-- Under isotropic strain of a cell with `L > 0`, the squared reciprocal vector obeys
`L d(G²)/dL = -2 G²`. -/
theorem hasDerivAt_gSq {L : ℝ} (hL : 0 < L) (m : Fin 3 → ℤ) :
    HasDerivAt (fun x => gSq x m) (-2 * gSq L m / L) L := by
  have hq : HasDerivAt (fun x : ℝ => 2 * Real.pi / x) (-(2 * Real.pi / L) / L) L := by
    refine ((hasDerivAt_const L (2 * Real.pi)).fun_div (hasDerivAt_id' L) hL.ne').congr_deriv ?_
    ring
  have hfun : (fun x => gSq x m) =
      fun x => 2 * Real.pi / x * (2 * Real.pi / x) * ∑ i, (m i : ℝ) ^ 2 := by
    funext x
    unfold gSq
    ring
  rw [hfun]
  refine ((hq.fun_mul hq).mul_const _).congr_deriv ?_
  unfold gSq
  ring

/-- At a fixed fractional point of a cell with `L > 0`, the density of a core with fixed
exponent obeys `L dn/dL = g - 3n`, where `g` is the density weighted by `G² / (2a)`. -/
theorem hasDerivAt_coreDensity {L : ℝ} (hL : 0 < L) (M : Finset (Fin 3 → ℤ)) (Z a : ℝ)
    (s : Fin 3 → ℝ) :
    HasDerivAt (fun x => coreDensity M Z a x s)
      ((widthDensity M Z a L s - 3 * coreDensity M Z a L s) / L) L := by
  -- dilution of the charge by the growing volume
  have hZ : HasDerivAt (fun x : ℝ => Z / x ^ 3) (-3 * (Z / L ^ 3) / L) L := by
    have hfun : (fun x : ℝ => Z / x ^ 3) = fun x => Z * (x⁻¹) ^ 3 := by
      funext x
      ring
    rw [hfun]
    refine (((hasDerivAt_inv hL.ne').fun_pow 3).const_mul Z).congr_deriv ?_
    ring
  -- change of the form factor as the reciprocal vectors shrink
  have hterm : ∀ m ∈ M, HasDerivAt (fun x => coreTerm Z a x s m)
      ((coreTerm Z a L s m * (gSq L m / (2 * a)) - 3 * coreTerm Z a L s m) / L) L := by
    intro m _
    have hE : HasDerivAt (fun x => Real.exp (-gSq x m / (4 * a)))
        (Real.exp (-gSq L m / (4 * a)) * (-(-2 * gSq L m / L) / (4 * a))) L :=
      ((hasDerivAt_gSq hL m).fun_neg.div_const (4 * a)).exp
    refine ((hZ.fun_mul hE).mul_const _).congr_deriv ?_
    unfold coreTerm
    ring
  refine (HasDerivAt.fun_sum hterm).congr_deriv ?_
  unfold widthDensity coreDensity
  rw [Finset.mul_sum, ← Finset.sum_sub_distrib, Finset.sum_div]

/-- Isotropic strain derivative for a local functional in a cell with `L > 0`: if `f` has
derivative `v` at each sampled density, then `L dE/dL = 3E + (L³/N) ∑ v (g - 3n)`. -/
theorem hasDerivAt_gridEnergy {L : ℝ} (hL : 0 < L) (f : ℝ → ℝ) (v : ι → ℝ)
    (M : Finset (Fin 3 → ℤ)) (s : ι → Fin 3 → ℝ) (Z a : ℝ)
    (hf : ∀ j, HasDerivAt f (v j) (coreDensity M Z a L (s j))) :
    HasDerivAt (fun x => gridEnergy f M s Z a x)
      ((3 * gridEnergy f M s Z a L + L ^ 3 / (Fintype.card ι : ℝ) *
        ∑ j, v j * (widthDensity M Z a L (s j) - 3 * coreDensity M Z a L (s j))) / L) L := by
  have hV : HasDerivAt (fun x : ℝ => x ^ 3 / (Fintype.card ι : ℝ))
      (3 * (L ^ 3 / (Fintype.card ι : ℝ)) / L) L := by
    have h2 : L ^ 2 = L ^ 3 / L := eq_div_of_mul_eq hL.ne' (by ring)
    refine ((hasDerivAt_pow 3 L).div_const _).congr_deriv ?_
    norm_num
    linear_combination (3 / (Fintype.card ι : ℝ)) * h2
  -- chain rule at each sampling point
  have hj : ∀ j ∈ (Finset.univ : Finset ι),
      HasDerivAt (fun x => f (coreDensity M Z a x (s j)))
        (v j * ((widthDensity M Z a L (s j) - 3 * coreDensity M Z a L (s j)) / L)) L :=
    fun j _ => (hf j).comp L (hasDerivAt_coreDensity hL M Z a (s j))
  refine (hV.fun_mul (HasDerivAt.fun_sum hj)).congr_deriv ?_
  simp only [← mul_div_assoc, ← Finset.sum_div]
  unfold gridEnergy
  ring

/-- Exchange stress of a Gaussian core with fixed exponent: for `L > 0` and nonnegative sampled
densities, `L dE/dL = -E - (4C/3)(L³/N) ∑ n^(1/3) g`. -/
theorem hasDerivAt_exchangeEnergy {L : ℝ} (hL : 0 < L) (C : ℝ)
    (M : Finset (Fin 3 → ℤ)) (s : ι → Fin 3 → ℝ) (Z a : ℝ)
    (hn : ∀ j, 0 ≤ coreDensity M Z a L (s j)) :
    HasDerivAt (fun x => exchangeEnergy C M s Z a x)
      ((-exchangeEnergy C M s Z a L - 4 * C / 3 * (L ^ 3 / (Fintype.card ι : ℝ)) *
        ∑ j, coreDensity M Z a L (s j) ^ (1 / 3 : ℝ) * widthDensity M Z a L (s j)) / L) L := by
  have hf : ∀ j, HasDerivAt (fun n : ℝ => -C * n ^ (4 / 3 : ℝ))
      (-(4 * C / 3) * coreDensity M Z a L (s j) ^ (1 / 3 : ℝ)) (coreDensity M Z a L (s j)) := by
    intro j
    refine ((Real.hasDerivAt_rpow_const (Or.inr (by norm_num))).const_mul (-C)).congr_deriv ?_
    rw [show (4 / 3 : ℝ) - 1 = 1 / 3 by norm_num]
    ring
  -- n · n^(1/3) = n^(4/3) turns the dilution term into a multiple of the energy
  have key : ∑ j, -(4 * C / 3) * coreDensity M Z a L (s j) ^ (1 / 3 : ℝ) *
        (widthDensity M Z a L (s j) - 3 * coreDensity M Z a L (s j)) =
      -(4 * C / 3) * ∑ j, coreDensity M Z a L (s j) ^ (1 / 3 : ℝ) * widthDensity M Z a L (s j)
        - 4 * ∑ j, -C * coreDensity M Z a L (s j) ^ (4 / 3 : ℝ) := by
    rw [Finset.mul_sum, Finset.mul_sum, ← Finset.sum_sub_distrib]
    refine Finset.sum_congr rfl fun j _ => ?_
    rw [show (4 / 3 : ℝ) = 1 / 3 + 1 by norm_num, Real.rpow_add_one' (hn j) (by norm_num)]
    ring
  refine (hasDerivAt_gridEnergy hL _ _ M s Z a hf).congr_deriv ?_
  rw [key]
  simp only [exchangeEnergy, gridEnergy]
  ring

/-- If the Gaussian exponent follows the cell as `α / L²` with `L > 0`, and the sampled densities
at `L = 1` are nonnegative, the exchange energy scales exactly as `1 / L`. -/
theorem exchangeEnergy_breathing {L : ℝ} (hL : 0 < L) (C : ℝ)
    (M : Finset (Fin 3 → ℤ)) (s : ι → Fin 3 → ℝ) (Z α : ℝ)
    (hn : ∀ j, 0 ≤ coreDensity M Z α 1 (s j)) :
    exchangeEnergy C M s Z (α / L ^ 2) L = exchangeEnergy C M s Z α 1 / L := by
  -- the form factors do not change, so the density is only diluted
  have hd : ∀ j, coreDensity M Z (α / L ^ 2) L (s j) = coreDensity M Z α 1 (s j) / L ^ 3 := by
    intro j
    unfold coreDensity
    rw [Finset.sum_div]
    refine Finset.sum_congr rfl fun m _ => ?_
    have h1 : L ^ 2 ≠ 0 := pow_ne_zero 2 hL.ne'
    have hq : gSq L m = gSq 1 m / L ^ 2 := by
      unfold gSq
      ring
    have he : -gSq L m / (4 * (α / L ^ 2)) = -gSq 1 m / (4 * α) := by
      rw [hq, ← neg_div, ← mul_div_assoc, div_div_div_cancel_right₀ h1]
    unfold coreTerm
    rw [he]
    ring
  have hp : (L ^ 3) ^ (4 / 3 : ℝ) = L ^ 4 := by
    rw [← Real.rpow_natCast L 3, ← Real.rpow_mul hL.le, ← Real.rpow_natCast L 4]
    norm_num
  have h3 : L ^ 3 / L ^ 4 = 1 / L := by
    rw [div_eq_div_iff (by positivity) (by positivity)]
    ring
  have hs : ∑ j, -C * coreDensity M Z (α / L ^ 2) L (s j) ^ (4 / 3 : ℝ) =
      (∑ j, -C * coreDensity M Z α 1 (s j) ^ (4 / 3 : ℝ)) / L ^ 4 := by
    rw [Finset.sum_div]
    refine Finset.sum_congr rfl fun j _ => ?_
    rw [hd j, Real.div_rpow (hn j) (by positivity), hp]
    ring
  simp only [exchangeEnergy, gridEnergy]
  rw [hs]
  linear_combination ((∑ j, -C * coreDensity M Z α 1 (s j) ^ (4 / 3 : ℝ)) /
    (Fintype.card ι : ℝ)) * h3

/-- For positive `C`, `Z`, `a`, `L` and a core sampled at its centre, with at least one nonzero
reciprocal vector in the sum, `L dE/dL` lies strictly below `-E`. -/
theorem strain_derivative_lt_at_centre {C Z a L : ℝ} (hC : 0 < C) (hZ : 0 < Z) (ha : 0 < a)
    (hL : 0 < L) (M : Finset (Fin 3 → ℤ)) {m : Fin 3 → ℤ} (hm : m ∈ M) (hm0 : m ≠ 0) :
    deriv (fun x => exchangeEnergy C M (fun _ : Unit => 0) Z a x) L * L <
      -exchangeEnergy C M (fun _ : Unit => 0) Z a L := by
  have ht : ∀ k, 0 < coreTerm Z a L 0 k := by
    intro k
    unfold coreTerm
    simp only [Pi.zero_apply, mul_zero, Finset.sum_const_zero, Real.cos_zero, mul_one]
    positivity
  have hG : ∀ k, 0 ≤ gSq L k := by
    intro k
    unfold gSq
    positivity
  have hGm : 0 < gSq L m := by
    obtain ⟨i, hi⟩ := Function.ne_iff.mp hm0
    have hi' : (m i : ℝ) ≠ 0 := Int.cast_ne_zero.mpr hi
    have hsum : 0 < ∑ i, (m i : ℝ) ^ 2 :=
      Finset.sum_pos' (fun _ _ => sq_nonneg _) ⟨i, Finset.mem_univ i, by positivity⟩
    unfold gSq
    positivity
  have hn : 0 < coreDensity M Z a L 0 := Finset.sum_pos (fun k _ => ht k) ⟨m, hm⟩
  have hg : 0 < widthDensity M Z a L 0 :=
    Finset.sum_pos' (fun k _ => mul_nonneg (ht k).le (div_nonneg (hG k) (by positivity)))
      ⟨m, hm, mul_pos (ht m) (div_pos hGm (by positivity))⟩
  -- the sum in the fixed-width term, which the stress formula subtracts, is strictly positive
  have hs : 0 < ∑ _j : Unit, coreDensity M Z a L 0 ^ (1 / 3 : ℝ) * widthDensity M Z a L 0 :=
    Finset.sum_pos (fun _ _ => mul_pos (Real.rpow_pos_of_pos hn _) hg) Finset.univ_nonempty
  have hN : (0 : ℝ) < (Fintype.card Unit : ℝ) := by simp
  have hpos := mul_pos (mul_pos (show 0 < 4 * C / 3 by positivity)
    (div_pos (pow_pos hL 3) hN)) hs
  rw [(hasDerivAt_exchangeEnergy hL C M (fun _ : Unit => 0) Z a (fun _ => hn.le)).deriv,
    div_mul_cancel₀ _ hL.ne']
  linarith

end

end GaussianCoreExchangeStress
```

```lean
#print axioms GaussianCoreExchangeStress.hasDerivAt_exchangeEnergy
#print axioms GaussianCoreExchangeStress.exchangeEnergy_breathing
#print axioms GaussianCoreExchangeStress.strain_derivative_lt_at_centre
```

```
'GaussianCoreExchangeStress.hasDerivAt_exchangeEnergy' depends on axioms: [propext, Classical.choice, Quot.sound]
'GaussianCoreExchangeStress.exchangeEnergy_breathing' depends on axioms: [propext, Classical.choice, Quot.sound]
'GaussianCoreExchangeStress.strain_derivative_lt_at_centre' depends on axioms: [propext, Classical.choice, Quot.sound]
```

## The strain derivative and its Lean form

Let \(g_j\) be the sum for \(n_j\) with each term weighted by \(G_m^2/(2a)\). If every \(n_j\ge 0\) at the given \(L\), `hasDerivAt_exchangeEnergy` states

\[
L\frac{dE}{dL}=-E-\frac{4C}{3}\,\frac{L^3}{N}\sum_j n_j^{1/3}g_j .
\]

`HasDerivAt` gives \(dE/dL\) itself, so the Lean expression is divided by \(L\).

In the code, `gSq` is \(G_m^2\), `coreDensity` is \(n_j\), `widthDensity` is \(g_j\), and the finite type `ι` labels the sampling points. `gridEnergy` accepts any energy density `f`; `exchangeEnergy` chooses \(f(n)=-Cn^{4/3}\). A truncated Fourier sum can become negative; the nonnegativity condition keeps the fractional powers in their physical domain at the given \(L\). If some \(n_j=0\) there, a nearby \(L\) may still give a negative density, where Lean's convention for real powers applies; the derivative of \(n^{4/3}\) at zero is zero all the same.

## A rigid core in a strained cell

Changing \(L\) at fixed \(s_j\) is isotropic strain: the sampling points move with the cell, while fixed \(a\) keeps the core's width in absolute length. Holding \(M\) fixed means a constant set of plane waves, not a constant cutoff energy. With \(V=L^3\), the contribution of \(E\) to the pressure is \(-dE/dV=-(L\,dE/dL)/(3V)\).

The term containing \(g_j\) is the kind of contribution that a rigid partial core makes to the exchange stress in plane-wave calculations, here for one core without valence density, in a cubic cell and with local exchange only. Shear, gradient corrections and the limits of infinite \(M\) or a dense grid are not treated.

## Dilution, form factor and volume

Since \(G_m^2\propto L^{-2}\),

\[
L\frac{dG_m^2}{dL}=-2G_m^2,\qquad
L\frac{d}{dL}e^{-G_m^2/(4a)}=\frac{G_m^2}{2a}\,e^{-G_m^2/(4a)} .
\]

The prefactor \(Z/L^3\) contributes \(-3\) times each term, and the cosine is constant because \(s_j\) is fixed. Summing over \(m\) gives

\[
L\frac{dn_j}{dL}=g_j-3n_j .
\]

These steps are `hasDerivAt_gSq` and `hasDerivAt_coreDensity`; in the latter, `hZ` handles the dilution and `hE` the form factor.

For a local energy density \(f\) with derivative \(v_j\) at \(n_j\), the product and chain rules give `hasDerivAt_gridEnergy`:

\[
L\frac{dE}{dL}=3E+\frac{L^3}{N}\sum_j v_j(g_j-3n_j).
\]

For exchange, \(v_j=-(4C/3)n_j^{1/3}\). The dilution part is therefore

\[
\frac{L^3}{N}\sum_j 4C\,n_j^{1/3}n_j=\frac{L^3}{N}\sum_j 4C\,n_j^{4/3}=-4E ,
\]

and \(3E-4E=-E\), leaving the \(g_j\) term. The step `key` performs this regrouping. Throughout, `congr_deriv` replaces the derivative produced by the calculus rules with the stated expression, and `ring` checks most of the algebra.

## A core that breathes, and one that does not

Suppose the exponent follows the cell as \(a=\alpha/L^2\). Then \(G_m^2/(4a)=\pi^2|m|^2/\alpha\) is independent of \(L\), so \(n_j(L)=n_j(1)/L^3\) and

\[
E(L)=-C\,\frac{L^3}{N}\sum_j\frac{n_j(1)^{4/3}}{L^4}=\frac{E(1)}{L}.
\]

This is `exchangeEnergy_breathing`, for nonnegative densities at \(L=1\); `hd` proves the density scaling and `hs` carries it through the power. Here \(L\,dE/dL=-E\), so the additional term above comes from holding the width fixed.

At the core's centre that term has a definite sign. `strain_derivative_lt_at_centre` takes the single point \(s=0\), positive \(C,Z,a,L\), and some nonzero \(m\in M\). Every cosine is 1, so \(n>0\); the nonzero vector makes \(g>0\). The derivative formula then gives \(L\,dE/dL<-E\), which `linarith` concludes because the subtracted quantity is positive.

The nonzero vector matters. With \(M=\{0\}\), the density is \(Z/L^3\), \(g=0\), and \(E=-CZ^{4/3}/L\). Then \(L\,dE/dL=-E\) exactly, and the strict inequality fails.
